# Log-convexity in imaginary time for finite fermionic Lehmann sums with nonnegative residues

Suppose that imaginary-time data at three equally spaced points in \([0,\beta]\), with \(\beta\) the inverse temperature, satisfy \(G(\tau)^2 > G(\tau-s)\,G(\tau+s)\). A fit with finitely many real poles and nonnegative residues can then never reproduce them exactly, however many poles it is given. Without a test for this, the remaining misfit may be blamed on the choice of poles when its source is noise or a bias in the data. The inequality below supplies such a test for diagonal fermionic Green's functions with a finite Lehmann sum.

## Finitely many real energies

Let \(k\) label the poles, with real energies \(e_k\) measured from the chemical potential, residues \(a_k\) and inverse temperature \(\beta\), in units with \(\hbar=1\). Define

\[
w_k(\tau)=\frac{a_k e^{-e_k\tau}}{1+e^{-\beta e_k}},\qquad G(\tau)=-\sum_k w_k(\tau).
\]

In grand-canonical equilibrium, the diagonal fermionic Green's function \(G(\tau)=-\langle c(\tau)\,c^\dagger\rangle\) of a system with a finite-dimensional state space has this form for \(0<\tau<\beta\), with or without interactions. Here \(c^\dagger\) and \(c\) create and annihilate a fermion in one and the same orbital, and \(c(\tau)=e^{\tau K}c\,e^{-\tau K}\) with \(K=H-\mu N\), where \(H\) is the Hamiltonian, \(\mu\) the chemical potential and \(N\) the particle number. In Lean the labels form a finite type `ι`, `weight` is \(w_k\) and `green` is \(G\).

```lean
import Mathlib

open Finset

namespace MatsubaraLogConvexity

noncomputable section

variable {ι : Type*} [Fintype ι]

/-- Contribution of the pole `k`, with energy `e k` and residue `a k`, to minus the fermionic
imaginary-time Green's function at inverse temperature `β`. -/
def weight (a e : ι → ℝ) (β τ : ℝ) (k : ι) : ℝ :=
  a k * Real.exp (-(e k * τ)) / (1 + Real.exp (-(β * e k)))

/-- The fermionic imaginary-time Green's function in Lehmann form,
`G(τ) = -∑ₖ aₖ exp(-eₖ τ) / (1 + exp(-β eₖ))`. -/
def green (a e : ι → ℝ) (β τ : ℝ) : ℝ :=
  -∑ k, weight a e β τ k
```

The formula is used for every real \(\tau\). For \(\beta>0\) it represents the physical fermionic function on \(0<\tau<\beta\), with \(G(0)\) and \(G(\beta)\) as the limits from inside; outside this interval the physical function is continued antiperiodically, which the formula in general does not reproduce. For data, all three times should therefore lie in \([0,\beta]\). No sign is assumed for \(\beta\).

Finiteness lets the sums be rearranged freely; a continuous spectrum is not covered. Real energies matter for the sign: an imaginary energy difference would turn the hyperbolic cosine found below into a cosine, which can be less than one.

## Nonnegative residues and the sign of G

For a diagonal Green's function, \(a_k\) is a sum of squared moduli of transition amplitudes times positive thermal weights, so \(a_k\ge 0\). This is the hypothesis `ha`. Off-diagonal elements need not satisfy it.

By hand, the exponential and the denominator are positive, so \(w_k(\tau)\ge0\) and hence \(G(\tau)\le0\). `weight_nonneg` is the statement for one pole, and `green_nonpos` sums it. Between them stands a fact that needs no sign condition:

\[
w_k(\tau+s)=w_k(\tau)\,e^{-e_k s}.
\]

```lean
omit [Fintype ι] in
/-- A pole with nonnegative residue contributes a nonnegative weight. -/
theorem weight_nonneg {a : ι → ℝ} (e : ι → ℝ) (β τ : ℝ) {k : ι} (hk : 0 ≤ a k) :
    0 ≤ weight a e β τ k :=
  div_nonneg (mul_nonneg hk (Real.exp_pos _).le) (by positivity)

omit [Fintype ι] in
/-- Translation in imaginary time by `s` multiplies the weight of a pole by `exp(-eₖ s)`. -/
theorem weight_shift (a e : ι → ℝ) (β τ s : ℝ) (k : ι) :
    weight a e β (τ + s) k = weight a e β τ k * Real.exp (-(e k * s)) := by
  unfold weight
  rw [show -(e k * (τ + s)) = -(e k * τ) + -(e k * s) by ring, Real.exp_add]
  ring

/-- With nonnegative residues the imaginary-time Green's function is nowhere positive. -/
theorem green_nonpos {a : ι → ℝ} (e : ι → ℝ) (β τ : ℝ) (ha : ∀ k, 0 ≤ a k) :
    green a e β τ ≤ 0 :=
  neg_nonpos.mpr (Finset.sum_nonneg fun k _ => weight_nonneg e β τ (ha k))
```

## The Fermi denominator and the sum rule

The denominator \(1+e^{-\beta e_k}\) expresses fermionic statistics. At the two ends of the interval it cancels:

\[
G(0)+G(\beta)=-\sum_k a_k\frac{1+e^{-\beta e_k}}{1+e^{-\beta e_k}}=-\sum_k a_k .
\]

For a normalised orbital the total is \(\sum_k a_k=1\). With the bosonic denominator \(1-e^{-\beta e_k}\), for nonzero \(\beta e_k\), it is the difference \(G(0)-G(\beta)\) that equals \(-\sum_k a_k\). The proof joins the two sums and performs the cancellation pole by pole; the residues may have any sign.

```lean
/-- Sum rule: the values at the two ends of the imaginary-time interval add up to minus the
total spectral weight. -/
theorem green_zero_add_green_beta (a e : ι → ℝ) (β : ℝ) :
    green a e β 0 + green a e β β = -∑ k, a k := by
  unfold green
  rw [← neg_add, ← Finset.sum_add_distrib]
  congr 1
  refine Finset.sum_congr rfl fun k _ => ?_
  have h : 1 + Real.exp (-(β * e k)) ≠ 0 := by positivity
  simp only [weight, mul_zero, neg_zero, Real.exp_zero]
  rw [mul_comm (e k) β, ← add_div, div_eq_iff h]
  ring
```

## An exact excess for residues of any sign

Applying the shift to both factors gives

\[
G(\tau-s)G(\tau+s)=\sum_{k,l}w_k(\tau)w_l(\tau)\,e^{(e_k-e_l)s}.
\]

Exchanging \(k\) and \(l\) gives the same sum with \(e^{-(e_k-e_l)s}\). Averaging the two forms and subtracting \(G(\tau)^2=\sum_{k,l}w_k(\tau)w_l(\tau)\) yields

\[
G(\tau-s)G(\tau+s)-G(\tau)^2=\sum_{k,l}w_k(\tau)w_l(\tau)\bigl[\cosh((e_k-e_l)s)-1\bigr].
\]

In the proof, `h1` is the first double sum, `h2` the exchanged one, `h3` the square and `h4` the average. The final `linear_combination` adds half of `h1` and half of `h2`, as in the averaging by hand, and subtracts `h3` and `h4`.

```lean
/-- The excess of `G(τ-s) G(τ+s)` over `G(τ)²` is a sum over pairs of poles, governed by their
energy differences. -/
theorem green_mul_green_sub_sq (a e : ι → ℝ) (β τ s : ℝ) :
    green a e β (τ - s) * green a e β (τ + s) - green a e β τ ^ 2 =
      ∑ k, ∑ l, weight a e β τ k * weight a e β τ l * (Real.cosh ((e k - e l) * s) - 1) := by
  -- the product of shifted functions as a double sum over poles
  have h1 : green a e β (τ - s) * green a e β (τ + s) =
      ∑ k, ∑ l, weight a e β τ k * weight a e β τ l * Real.exp ((e k - e l) * s) := by
    unfold green
    rw [neg_mul_neg, Finset.sum_mul_sum]
    refine Finset.sum_congr rfl fun k _ => Finset.sum_congr rfl fun l _ => ?_
    rw [sub_eq_add_neg τ s, weight_shift, weight_shift,
      show (e k - e l) * s = -(e k * -s) + -(e l * s) by ring, Real.exp_add]
    ring
  -- the same double sum with the two poles exchanged
  have h2 : green a e β (τ - s) * green a e β (τ + s) =
      ∑ k, ∑ l, weight a e β τ k * weight a e β τ l * Real.exp (-((e k - e l) * s)) := by
    rw [h1]
    refine Finset.sum_comm.trans ?_
    refine Finset.sum_congr rfl fun k _ => Finset.sum_congr rfl fun l _ => ?_
    rw [show (e l - e k) * s = -((e k - e l) * s) by ring]
    ring
  have h3 : green a e β τ ^ 2 = ∑ k, ∑ l, weight a e β τ k * weight a e β τ l := by
    unfold green
    rw [neg_sq, sq, Finset.sum_mul_sum]
  -- averaging the two forms produces the hyperbolic cosine
  have h4 : ∑ k, ∑ l, weight a e β τ k * weight a e β τ l * (Real.cosh ((e k - e l) * s) - 1) =
      (1 / 2) * (∑ k, ∑ l, weight a e β τ k * weight a e β τ l * Real.exp ((e k - e l) * s))
      + (1 / 2) *
        (∑ k, ∑ l, weight a e β τ k * weight a e β τ l * Real.exp (-((e k - e l) * s)))
      - ∑ k, ∑ l, weight a e β τ k * weight a e β τ l := by
    simp only [Finset.mul_sum, ← Finset.sum_add_distrib, ← Finset.sum_sub_distrib]
    refine Finset.sum_congr rfl fun k _ => Finset.sum_congr rfl fun l _ => ?_
    rw [Real.cosh_eq]
    ring
  linear_combination (1 / 2) * h1 + (1 / 2) * h2 - h3 - h4
```

## Nonnegative residues and log-convexity

Here `ha` is used again. Since \(\cosh x\ge1\) for real \(x\), and \(w_kw_l\ge0\), every term of the excess is nonnegative. Therefore

\[
G(\tau)^2\le G(\tau-s)\,G(\tau+s)
\]

for all real \(\tau\) and \(s\). `pair_nonneg` treats one pair, and `green_sq_le` sums over pairs. When some residue is positive, this is midpoint convexity of \(\log(-G)\); since \(G\) is continuous, full convexity follows, a step not formalised here. The product form also makes sense when all residues vanish and \(\log(-G)\) does not exist.

```lean
omit [Fintype ι] in
/-- Each pair of poles with nonnegative residues contributes a nonnegative excess. -/
theorem pair_nonneg {a : ι → ℝ} (e : ι → ℝ) (β τ s : ℝ) (ha : ∀ k, 0 ≤ a k) (k l : ι) :
    0 ≤ weight a e β τ k * weight a e β τ l * (Real.cosh ((e k - e l) * s) - 1) :=
  mul_nonneg (mul_nonneg (weight_nonneg e β τ (ha k)) (weight_nonneg e β τ (ha l)))
    (sub_nonneg.mpr (Real.one_le_cosh _))

/-- Midpoint log-convexity in imaginary time: for nonnegative residues, `G(τ)² ≤ G(τ-s) G(τ+s)` for
all real `τ` and `s`. -/
theorem green_sq_le {a : ι → ℝ} (e : ι → ℝ) (β τ s : ℝ) (ha : ∀ k, 0 ≤ a k) :
    green a e β τ ^ 2 ≤ green a e β (τ - s) * green a e β (τ + s) := by
  rw [← sub_nonneg, green_mul_green_sub_sq]
  exact Finset.sum_nonneg fun k _ => Finset.sum_nonneg fun l _ => pair_nonneg e β τ s ha k l
```

Take \(\beta=2\), energies \(\ln2\) and \(-\ln2\), and residues \(1/2\) and \(1/2\). Then

\[
G(\tau)=-\tfrac25\,2^{-\tau}-\tfrac1{10}\,2^{\tau},
\]

so \(G(0)=-1/2\), \(G(1)=-2/5\) and \(G(2)=-1/2\). The end values add up to \(-1\), as the sum rule requires, and \(G(1)^2=4/25\) lies below \(G(0)G(2)=1/4\). The excess is \(9/100\), which agrees with the pair formula: \(2\cdot\frac15\cdot\frac15\cdot(\frac{17}{8}-1)=\frac{9}{100}\).

Now change the second residue to \(-1/2\). The values become \(G(0)=-3/10\), \(G(1)=0\) and \(G(2)=3/10\). Both conclusions fail: \(G(2)\) is positive, and \(G(1)^2=0\) exceeds \(G(0)G(2)=-9/100\).

## A nonzero shift and the case of equality

A nonzero \(s\) means that the data are compared at distinct times. Under this hypothesis, `hs`, and for nonnegative residues, equality holds exactly when all poles with positive residue share one energy, so that \(G\) is a single exponential or zero.

If equality holds, a sum of nonnegative terms vanishes, so each term vanishes. Two poles with positive residues and different energies would give \(\cosh((e_k-e_l)s)>1\) and a positive term, a contradiction; this is where the proof uses `hs`. Conversely, each pair either contains a zero residue or has equal energies, and its term is zero. At \(s=0\) both sides are \(G(\tau)^2\), so equality says nothing about the energies.

```lean
/-- For nonnegative residues and a nonzero shift `s`, the log-convexity bound is an equality exactly
when all poles with positive residue have the same energy. -/
theorem green_sq_eq_iff {a : ι → ℝ} (e : ι → ℝ) (β τ : ℝ) {s : ℝ} (ha : ∀ k, 0 ≤ a k)
    (hs : s ≠ 0) :
    green a e β τ ^ 2 = green a e β (τ - s) * green a e β (τ + s) ↔
      ∀ k l, 0 < a k → 0 < a l → e k = e l := by
  have hid := green_mul_green_sub_sq a e β τ s
  constructor
  · intro h k l hk hl
    rw [← h, sub_self] at hid
    -- a vanishing sum of nonnegative terms vanishes term by term
    have hrow := (Finset.sum_eq_zero_iff_of_nonneg fun i _ =>
      Finset.sum_nonneg fun j _ => pair_nonneg e β τ s ha i j).mp hid.symm k (Finset.mem_univ k)
    have hkl := (Finset.sum_eq_zero_iff_of_nonneg fun j _ =>
      pair_nonneg e β τ s ha k j).mp hrow l (Finset.mem_univ l)
    have hwk : 0 < weight a e β τ k := by unfold weight; positivity
    have hwl : 0 < weight a e β τ l := by unfold weight; positivity
    by_contra hne
    have hc : 1 < Real.cosh ((e k - e l) * s) :=
      Real.one_lt_cosh.mpr (mul_ne_zero (sub_ne_zero.mpr hne) hs)
    exact (mul_pos (mul_pos hwk hwl) (sub_pos.mpr hc)).ne' hkl
  · intro h
    have hz : ∑ k, ∑ l, weight a e β τ k * weight a e β τ l *
        (Real.cosh ((e k - e l) * s) - 1) = 0 := by
      refine Finset.sum_eq_zero fun k _ => Finset.sum_eq_zero fun l _ => ?_
      rcases (ha k).eq_or_lt with hk | hk
      · simp [weight, ← hk]
      rcases (ha l).eq_or_lt with hl | hl
      · simp [weight, ← hl]
      simp [h k l hk hl]
    rw [hz] at hid
    linarith
```

## A bound at the midpoint

With nonnegative residues, setting \(\tau=s=\beta/2\) gives

\[
G(\beta/2)^2\le G(0)G(\beta)\le\left(\frac{G(0)+G(\beta)}2\right)^2=\left(\frac{\sum_k a_k}{2}\right)^2.
\]

The second step is \((G(0)-G(\beta))^2\ge0\). Both \(-G(\beta/2)\) and \(\sum_k a_k\) are nonnegative, so taking roots gives \(-G(\beta/2)\le\frac12\sum_k a_k\). In the example this reads \(2/5\le1/2\). The proof obtains `hsq` from the same chain and replaces the root by a contradiction: if the bound failed, the difference of the two squares would factor into two positive numbers.

```lean
/-- For nonnegative residues, at the midpoint of the imaginary-time interval, the magnitude of the
Green's function is at most half the total spectral weight. -/
theorem neg_green_midpoint_le {a : ι → ℝ} (e : ι → ℝ) (β : ℝ) (ha : ∀ k, 0 ≤ a k) :
    -green a e β (β / 2) ≤ (∑ k, a k) / 2 := by
  have h := green_sq_le e β (β / 2) (β / 2) ha
  rw [sub_self, add_halves] at h
  have hsum := green_zero_add_green_beta a e β
  have hS : 0 ≤ ∑ k, a k := Finset.sum_nonneg fun k _ => ha k
  -- the product of the end values is at most the square of their arithmetic mean
  have hsq : green a e β (β / 2) ^ 2 ≤ ((∑ k, a k) / 2) ^ 2 := by
    have hS' : ∑ k, a k = -(green a e β 0 + green a e β β) := by linarith
    rw [hS']
    nlinarith [sq_nonneg (green a e β 0 - green a e β β)]
  by_contra hlt
  have hlt' := not_le.mp hlt
  have hp : 0 < (-green a e β (β / 2) - (∑ k, a k) / 2) *
      (-green a e β (β / 2) + (∑ k, a k) / 2) :=
    mul_pos (by linarith) (by linarith)
  nlinarith

end

end MatsubaraLogConvexity
```

```lean
#print axioms MatsubaraLogConvexity.green_nonpos
-- 'MatsubaraLogConvexity.green_nonpos' depends on axioms: [propext, Classical.choice, Quot.sound]
#print axioms MatsubaraLogConvexity.green_sq_le
-- 'MatsubaraLogConvexity.green_sq_le' depends on axioms: [propext, Classical.choice, Quot.sound]
#print axioms MatsubaraLogConvexity.green_sq_eq_iff
-- 'MatsubaraLogConvexity.green_sq_eq_iff' depends on axioms: [propext, Classical.choice, Quot.sound]
#print axioms MatsubaraLogConvexity.neg_green_midpoint_le
-- 'MatsubaraLogConvexity.neg_green_midpoint_le' depends on axioms: [propext, Classical.choice, Quot.sound]
```
